# Collinear charge fragments with first nonvanishing moments of orders $n$ and $m$ interact as $R^{-(n+m+1)}$

Put charges $-1$ and $+1$ at positions $0$ and $1$, and a copy of this pair at a distance $R=10$ along the same line. The four Coulomb terms have magnitudes from $1/11$ to $1/9$, but their sum is only $-0.00202$. A cutoff chosen from the $1/R$ decay of the single terms therefore keeps far more fragment pairs than their energies warrant, and a direct summation at large $R$ loses digits to cancellation. What is missing is the power of $R$ that survives the cancellation, together with its coefficient.

For finitely many fixed point charges on a line, both follow from the first nonvanishing moment of each fragment. In fragment-based electronic structure, this kind of power counting indicates how fast the electrostatic coupling of distant units dies off; the model here has no polarisation, no overlapping densities and no angular dependence.

## Charges, moments and the relative coordinate

The first fragment has charges $q_i$ at $x_i$, the second has charges $p_j$ at $R+y_j$. All of these are real numbers, and $y_j$ is measured from the second fragment's own origin. The labels $i$ and $j$ run over the finite types `ι` and `κ`.

In Lean 4 with Mathlib:

```lean
import Mathlib

open Filter Topology

namespace FragmentInteractionOrder

noncomputable section

variable {ι κ : Type*} [Fintype ι] [Fintype κ]
```

The moment of order $k$ is the plain power sum
$$A_k=\sum_i q_i x_i^k,\qquad B_k=\sum_j p_j y_j^k .$$
Order $0$ is the net charge and order $1$ the dipole moment. No factorials or other multipole normalisations are included.

```lean
/-- The moment of order `k` of charges `q i` at positions `x i` on a line. -/
def moment (q x : ι → ℝ) (k : ℕ) : ℝ := ∑ i, q i * x i ^ k
```

In units where two unit charges at unit distance have energy $1$, the interaction is
$$V(R)=\sum_{i,j}\frac{q_ip_j}{|R+y_j-x_i|}.$$

```lean
/-- The Coulomb interaction of charges `q i` at `x i` with charges `p j` at `R + y j`,
for separations `R` at which no two of these charges coincide. -/
def interaction (q x : ι → ℝ) (p y : κ → ℝ) (R : ℝ) : ℝ :=
  ∑ i, ∑ j, q i * p j / |R + y j - x i|
```

Only the difference $d_{ij}=x_i-y_j$ enters, because $R+y_j-x_i=R-d_{ij}$. Its charge-weighted moments are
$$M_k=\sum_{i,j}q_ip_j\,d_{ij}^{\,k}.$$

```lean
/-- The moment of order `k` of the relative coordinate `x i - y j`, weighted with the
products of charges. -/
def relativeMoment (q x : ι → ℝ) (p y : κ → ℝ) (k : ℕ) : ℝ :=
  ∑ i, ∑ j, q i * p j * (x i - y j) ^ k
```

The derivation also needs the sums that remain once some powers of $R$ have been multiplied in:
$$T_k(R)=\sum_{i,j}\frac{q_ip_j\,d_{ij}^{\,k}}{R-d_{ij}}.$$

```lean
/-- The Coulomb sum weighted with the `k`-th power of the relative coordinate, for
separations `R` different from every `x i - y j`. -/
def residual (q x : ι → ℝ) (p y : κ → ℝ) (k : ℕ) (R : ℝ) : ℝ :=
  ∑ i, ∑ j, q i * p j * (x i - y j) ^ k / (R - (x i - y j))
```

## Which relative moments survive

The binomial theorem for one pair of charges reads
$$(x_i-y_j)^k=\sum_{l=0}^{k}(-1)^{k-l}\binom kl x_i^l\,y_j^{k-l}.$$
Multiplying by $q_ip_j$ and summing over both fragments gives
$$M_k=\sum_{l=0}^{k}(-1)^{k-l}\binom kl A_l\,B_{k-l}.$$
In the proof, `h` is the identity for one pair, `hterm` writes each product of moments as a double sum, and two uses of `Finset.sum_comm` exchange the order of summation.

```lean
variable {q x : ι → ℝ} {p y : κ → ℝ} {n m : ℕ}

/-- The relative moments are binomial combinations of products of the moments of the
two fragments. -/
theorem relativeMoment_eq (k : ℕ) :
    relativeMoment q x p y k = ∑ l ∈ Finset.range (k + 1),
      (-1) ^ (k - l) * (k.choose l : ℝ) * moment q x l * moment p y (k - l) := by
  -- binomial theorem for one pair of charges
  have h : ∀ i j, q i * p j * (x i - y j) ^ k = ∑ l ∈ Finset.range (k + 1),
      (-1) ^ (k - l) * (k.choose l : ℝ) * ((q i * x i ^ l) * (p j * y j ^ (k - l))) := by
    intro i j
    rw [sub_eq_add_neg, add_pow, Finset.mul_sum]
    refine Finset.sum_congr rfl fun l _ => ?_
    rw [neg_pow (y j)]
    ring
  have hterm : ∀ l, (-1) ^ (k - l) * (k.choose l : ℝ) * moment q x l * moment p y (k - l)
      = ∑ i, ∑ j, (-1) ^ (k - l) * (k.choose l : ℝ) *
        ((q i * x i ^ l) * (p j * y j ^ (k - l))) := by
    intro l
    unfold moment
    rw [mul_assoc, Finset.sum_mul_sum, Finset.mul_sum]
    exact Finset.sum_congr rfl fun i _ => Finset.mul_sum _ _ _
  -- exchange the sums over pairs and over orders
  unfold relativeMoment
  symm
  refine (Finset.sum_congr rfl fun l _ => hterm l).trans ?_
  rw [Finset.sum_comm]
  refine Finset.sum_congr rfl fun i _ => ?_
  rw [Finset.sum_comm]
  exact Finset.sum_congr rfl fun j _ => (h i j).symm
```

Now suppose that $A_k=0$ for all $k<n$ and $B_k=0$ for all $k<m$. These are the hypotheses `hq` and `hp`; for $n=0$ or $m=0$ the corresponding one demands nothing. Take $k<n+m$. In each term of the sum either $l<n$, so that $A_l=0$, or $l\ge n$, which gives $k-l<m$ and hence $B_{k-l}=0$. Every term vanishes, so $M_k=0$. The `by_cases` makes this distinction.

```lean
/-- If the moments of the fragments vanish below orders `n` and `m`, the relative moments
vanish below order `n + m`. -/
theorem relativeMoment_low (hq : ∀ k < n, moment q x k = 0)
    (hp : ∀ k < m, moment p y k = 0) {k : ℕ} (hk : k < n + m) :
    relativeMoment q x p y k = 0 := by
  rw [relativeMoment_eq]
  refine Finset.sum_eq_zero fun l hl => ?_
  have hl' := Finset.mem_range.mp hl
  by_cases h : l < n
  · rw [hq l h]
    ring
  · rw [hp (k - l) (by omega)]
    ring
```

At $k=n+m$ the same argument removes every term except $l=n$, where neither factor has to vanish:
$$M_{n+m}=(-1)^m\binom{n+m}{n}A_nB_m .$$
`Finset.sum_eq_single n` isolates this term.

```lean
/-- If the moments of the fragments vanish below orders `n` and `m`, the relative moment of order
`n + m` is `(-1) ^ m * (n + m).choose n` times the product of their moments of orders `n` and `m`.
-/
theorem relativeMoment_leading (hq : ∀ k < n, moment q x k = 0)
    (hp : ∀ k < m, moment p y k = 0) :
    relativeMoment q x p y (n + m) =
      (-1) ^ m * ((n + m).choose n : ℝ) * moment q x n * moment p y m := by
  rw [relativeMoment_eq, Finset.sum_eq_single n]
  · rw [Nat.add_sub_cancel_left]
  · intro l hl hne
    have hl' := Finset.mem_range.mp hl
    rcases lt_or_gt_of_ne hne with h | h
    · rw [hq l h]
      ring
    · rw [hp (n + m - l) (by omega)]
      ring
  · intro h
    exact absurd (Finset.mem_range.mpr (by omega)) h
```

The sign belongs to $m$, since it is $y_j$ that enters $d_{ij}$ with a minus. Writing $(-1)^n$ instead goes unnoticed for two dipoles, but it fails for a dipole and a charge. With $n=1$ and $m=0$, a positive charge on the right faces the positive end of a dipole with $A_1>0$. The energy is positive, as $(-1)^0$ gives and $(-1)^1$ does not.

The coefficient would mean little if it depended on where the origin of a fragment is placed. Displace the first fragment by $a$. Its new moment of order $n$ is
$$\sum_i q_i(x_i+a)^n=\sum_{l=0}^{n}\binom nl a^{n-l}A_l=A_n,$$
because all lower $A_l$ vanish. The proof obtains this from the previous result by taking a single unit charge at $-a$ as the second fragment, so that $d_i=x_i+a$, $m=0$ and $B_0=1$.

```lean
/-- If all moments of a fragment below order `n` vanish, its moment of order `n` does not
change when the fragment is displaced. -/
theorem moment_displaced (hq : ∀ k < n, moment q x k = 0) (a : ℝ) :
    moment q (fun i => x i + a) n = moment q x n := by
  -- a single unit charge at `-a` serves as the second fragment
  have h := relativeMoment_leading (p := fun _ : Unit => (1 : ℝ)) (y := fun _ => -a)
    (m := 0) hq (fun k hk => absurd hk (Nat.not_lt_zero k))
  simpa [relativeMoment, moment] using h
```

## An exact formula at finite separation

For $R\neq d$,
$$\frac{R}{R-d}=1+\frac{d}{R-d}.$$
Multiplying by $q_ip_j\,d_{ij}^{\,k}$ and summing gives
$$R\,T_k(R)=M_k+T_{k+1}(R).$$
The hypothesis `hR` says that $d_{ij}<R$ for all pairs, which makes every denominator positive. The identity for each pair then follows by `linear_combination` from $(R-d_{ij})(R-d_{ij})^{-1}=1$.

```lean
/-- Multiplying a residual by the separation splits off one relative moment, provided `R`
exceeds every relative coordinate. -/
theorem residual_step {R : ℝ} (hR : ∀ i j, x i - y j < R) (k : ℕ) :
    R * residual q x p y k R = relativeMoment q x p y k + residual q x p y (k + 1) R := by
  unfold residual relativeMoment
  simp only [Finset.mul_sum, ← Finset.sum_add_distrib]
  refine Finset.sum_congr rfl fun i _ => Finset.sum_congr rfl fun j _ => ?_
  have h : (R - (x i - y j)) * (R - (x i - y j))⁻¹ = 1 :=
    mul_inv_cancel₀ (sub_pos.mpr (hR i j)).ne'
  simp only [div_eq_mul_inv]
  linear_combination (q i * p j * (x i - y j) ^ k) * h
```

In terms of positions, `hR` reads $x_i<R+y_j$: the second fragment lies wholly to the right of the first. The absolute values can then be removed, and $V=T_0$. Each further factor of $R$ splits off one relative moment, and these are zero below order $n+m$. Hence
$$R^kV(R)=T_k(R)\qquad(k\le n+m),$$
which is the induction called `key`. One more factor of $R$ brings out the first moment that can survive:
$$R^{n+m+1}V(R)=(-1)^m\binom{n+m}{n}A_nB_m+T_{n+m+1}(R).$$
No series has been expanded, so $|d_{ij}|<R$ is not required.

```lean
/-- Exact interaction at finite separation: if the moments vanish below orders `n` and `m` and the
second fragment lies wholly to the right of the first, the scaled interaction is
`(-1) ^ m * (n + m).choose n` times the product of the moments of orders `n` and `m`, plus one
residual. -/
theorem interaction_exact (hq : ∀ k < n, moment q x k = 0)
    (hp : ∀ k < m, moment p y k = 0) {R : ℝ} (hR : ∀ i j, x i - y j < R) :
    R ^ (n + m + 1) * interaction q x p y R =
      (-1) ^ m * ((n + m).choose n : ℝ) * moment q x n * moment p y m
        + residual q x p y (n + m + 1) R := by
  -- the relative moments split off below order `n + m` are zero
  have key : ∀ k, k ≤ n + m → R ^ k * interaction q x p y R = residual q x p y k R := by
    intro k
    induction k with
    | zero =>
      intro _
      rw [pow_zero, one_mul]
      unfold interaction residual
      refine Finset.sum_congr rfl fun i _ => Finset.sum_congr rfl fun j _ => ?_
      have e : R + y j - x i = R - (x i - y j) := by ring
      rw [e, abs_of_pos (sub_pos.mpr (hR i j)), pow_zero, mul_one]
    | succ k ih =>
      intro hk
      rw [pow_succ', mul_assoc, ih (by omega), residual_step hR,
        relativeMoment_low hq hp (by omega), zero_add]
  rw [pow_succ', mul_assoc, key _ le_rfl, residual_step hR, relativeMoment_leading hq hp]
```

For charges on a line and sufficiently large $R$, the first term on the right, divided by $R^{n+m+1}$, approximates the double sum $V(R)$ by a known factor times the product of two stored moments, and $T_{n+m+1}(R)/R^{n+m+1}$ is exactly what this approximation leaves out. For the two pairs from the beginning, $n=m=1$ and $A_1=B_1=1$. The leading term is $-2$ and the residual is
$$T_3(R)=\frac1{R+1}-\frac1{R-1}=-\frac{2}{R^2-1}.$$
At $R=10$ this is $-0.0202$, so the leading term alone gives $V\approx-0.00200$ in place of $-0.00202$, an error of one per cent.

## The limit and the order of decay

Each term of $T_{n+m+1}(R)$ is a constant divided by $R-d_{ij}$ and tends to zero. There are finitely many terms, so the whole residual tends to zero, and
$$\lim_{R\to\infty}R^{n+m+1}V(R)=(-1)^m\binom{n+m}{n}A_nB_m .$$
In the proof, `h0` is the limit of the residual. The exact formula needs $R$ to exceed every $d_{ij}$, which holds for all sufficiently large $R$; this is `hev`, and `congr'` carries the limit over to the interaction.

```lean
/-- If the moments of two fragments vanish below orders `n` and `m`, their interaction times
`R ^ (n + m + 1)` tends to `(-1) ^ m * (n + m).choose n` times the product of the moments of
orders `n` and `m` as the separation `R` grows. -/
theorem interaction_limit (hq : ∀ k < n, moment q x k = 0)
    (hp : ∀ k < m, moment p y k = 0) :
    Tendsto (fun R => R ^ (n + m + 1) * interaction q x p y R) atTop
      (𝓝 ((-1) ^ m * ((n + m).choose n : ℝ) * moment q x n * moment p y m)) := by
  -- each term of the residual decays like `1 / R`
  have h0 : Tendsto (fun R => residual q x p y (n + m + 1) R) atTop
      (𝓝 (∑ _i : ι, ∑ _j : κ, (0 : ℝ))) := by
    unfold residual
    refine tendsto_finsetSum _ fun i _ => tendsto_finsetSum _ fun j _ => ?_
    refine Tendsto.div_atTop tendsto_const_nhds ?_
    exact (tendsto_atTop_add_const_right atTop (-(x i - y j)) tendsto_id).congr
      fun R => (sub_eq_add_neg R _).symm
  simp only [Finset.sum_const_zero] at h0
  have h1 := h0.const_add
    ((-1) ^ m * ((n + m).choose n : ℝ) * moment q x n * moment p y m)
  rw [add_zero] at h1
  have hev : ∀ᶠ R : ℝ in atTop, ∀ i j, x i - y j < R :=
    eventually_all.2 fun i => eventually_all.2 fun j => eventually_gt_atTop _
  exact h1.congr' (hev.mono fun R hR => (interaction_exact hq hp hR).symm)
```

The limit does not require $A_n$ or $B_m$ to be nonzero. If one of them vanishes, it says that $V$ decays faster than $R^{-(n+m+1)}$. If both are nonzero, the order is sharp: for a natural number $s$,
$$R^sV(R)\to0\quad\Longleftrightarrow\quad s\le n+m .$$

For $s\le n+m$, divide the convergent quantity $R^{n+m+1}V$ by $R^{n+m+1-s}$, which grows without bound. For the converse, suppose that $R^sV\to0$ with $s\ge n+m+1$. When $R\ge1$,
$$|R^{n+m+1}V|\le|R^sV|,$$
so $R^{n+m+1}V$ would also tend to zero. Its limit is a product of nonzero factors, and limits are unique, which is a contradiction. The proof takes the converse first, with `squeeze_zero_norm'` for the comparison and `tendsto_nhds_unique` for the contradiction.

```lean
/-- If `n` and `m` are the orders of the first nonvanishing moments, the interaction times
`R ^ s` tends to zero at large separation exactly when `s ≤ n + m`. -/
theorem interaction_order_sharp (hq : ∀ k < n, moment q x k = 0)
    (hp : ∀ k < m, moment p y k = 0) (hA : moment q x n ≠ 0) (hB : moment p y m ≠ 0)
    (s : ℕ) :
    Tendsto (fun R => R ^ s * interaction q x p y R) atTop (𝓝 0) ↔ s ≤ n + m := by
  have hlim := interaction_limit hq hp
  constructor
  · intro h
    by_contra hs
    -- a higher power would force the leading coefficient to vanish
    have h0 : Tendsto (fun R => R ^ (n + m + 1) * interaction q x p y R) atTop (𝓝 0) := by
      have hn := h.norm
      rw [norm_zero] at hn
      refine squeeze_zero_norm' ?_ hn
      filter_upwards [eventually_ge_atTop (1 : ℝ)] with R hR
      rw [norm_mul, norm_mul, norm_pow, norm_pow]
      have h1 : 1 ≤ ‖R‖ := by
        rw [Real.norm_eq_abs]
        exact hR.trans (le_abs_self R)
      exact mul_le_mul_of_nonneg_right (pow_le_pow_right₀ h1 (by omega)) (norm_nonneg _)
    have hc : ((n + m).choose n : ℝ) ≠ 0 :=
      Nat.cast_ne_zero.2 (Nat.choose_pos (Nat.le_add_right n m)).ne'
    exact mul_ne_zero (mul_ne_zero (mul_ne_zero (pow_ne_zero _ (by norm_num)) hc) hA) hB
      (tendsto_nhds_unique hlim h0)
  · intro hs
    obtain ⟨t, ht⟩ : ∃ t, n + m + 1 = s + (t + 1) := ⟨n + m - s, by omega⟩
    have h := hlim.div_atTop (tendsto_pow_atTop (α := ℝ) (by omega : t + 1 ≠ 0))
    refine h.congr' ?_
    filter_upwards [eventually_gt_atTop (0 : ℝ)] with R hR
    rw [div_eq_iff (pow_ne_zero _ hR.ne'), ht, pow_add]
    ring
```

For two neutral fragments $A_0=B_0=0$, so $n=m=1$ is allowed. The coefficient is $(-1)^1\binom21=-2$, and
$$\lim_{R\to\infty}R^3V(R)=-2A_1B_1 .$$
This is the dipole–dipole law for dipoles along the line that joins them: they attract when they point the same way. Neutrality is the only hypothesis, and the proof translates it into vanishing moments below order $1$. In three dimensions the coefficient depends on the orientations and is zero for some of them, even when both dipole moments are nonzero.

```lean
/-- For two neutral fragments on a line, the interaction times `R ^ 3` tends to minus twice
the product of their dipole moments. -/
theorem dipole_dipole_limit (hq : ∑ i, q i = 0) (hp : ∑ j, p j = 0) :
    Tendsto (fun R => R ^ 3 * interaction q x p y R) atTop
      (𝓝 (-2 * moment q x 1 * moment p y 1)) := by
  have hq' : ∀ k < 1, moment q x k = 0 := by
    intro k hk
    obtain rfl : k = 0 := by omega
    simpa [moment] using hq
  have hp' : ∀ k < 1, moment p y k = 0 := by
    intro k hk
    obtain rfl : k = 0 := by omega
    simpa [moment] using hp
  have h := interaction_limit hq' hp'
  have e : (-1) ^ 1 * ((1 + 1).choose 1 : ℝ) * moment q x 1 * moment p y 1
      = -2 * moment q x 1 * moment p y 1 := by
    norm_num
  rw [e] at h
  exact h

end

end FragmentInteractionOrder
```

```lean
#print axioms FragmentInteractionOrder.moment_displaced
#print axioms FragmentInteractionOrder.interaction_order_sharp
#print axioms FragmentInteractionOrder.dipole_dipole_limit
```

```
'FragmentInteractionOrder.moment_displaced' depends on axioms: [propext, Classical.choice, Quot.sound]
'FragmentInteractionOrder.interaction_order_sharp' depends on axioms: [propext, Classical.choice, Quot.sound]
'FragmentInteractionOrder.dipole_dipole_limit' depends on axioms: [propext, Classical.choice, Quot.sound]
```
